# On a cubic energy surface, halving every segment of a band divides the error of trapezoidal force integration by four

After a nudged elastic band or string calculation, an energy profile can be built from the forces alone: for each pair of neighbouring images, average the two gradients, take the dot product of this average with the displacement from the first image to the second, and add up the results. This is the trapezoidal rule. When the potential energy V is a polynomial of total degree at most three in the coordinates, its error has a closed form.

Let a and b be two images, d = b − a their displacement, and ⟨·,·⟩ the dot product. The trapezoidal estimate of the energy difference is

T(a, b) = ⟨∇V(a) + ∇V(b), d⟩ / 2

and its error is given by

V(b) − V(a) − T(a, b) = −D³V(d, d, d) / 12.

Here D³V(d, d, d) is the operator d·∇ applied three times to V. It may be evaluated at any point of the line through a and b. In terms of forces, ∇V = −F, where F is the true force on an image, without spring terms and before any projection.

## Force-integrated profiles and segment refinement

The identity has three consequences for a code that integrates forces along a band:

- If V has total degree at most two, the estimate is exact for any segment length, so a harmonic model surface should show no integration error except rounding.
- If V has total degree at most three, inserting the midpoint of a segment divides its signed error by four. The same factor holds for the total signed error of a band with unequally spaced images, when every segment is halved and the original images stay where they are.
- On the same surfaces, the gradients at both ends and at the midpoint give the exact energy difference by Simpson's rule.

A cubic model potential is therefore a sharp test of a routine that integrates forces by the trapezoidal rule. It is safer to compare the refined error with a quarter of the original one than to form their quotient, because the original error can be zero.

## From the line profile to the factor of four

Restrict V to the line through the two images:

p(t) = V(a + t d), with p(0) = V(a) and p(1) = V(b).

Each coordinate is a polynomial of degree at most one in t, so p has degree at most three:

p(t) = c₀ + c₁ t + c₂ t² + c₃ t³.

By the chain rule, with coordinates numbered i = 0, …, n − 1,

p′(t) = Σᵢ dᵢ ∂ᵢV(a + t d) = ⟨∇V(a + t d), d⟩.

Differentiating along the line thus means applying d·∇ to V. Doing this three times gives

D³V(d, d, d) at a + t d = p‴(t) = 6c₃,

which does not depend on t. The energy difference and the estimate are

V(b) − V(a) = c₁ + c₂ + c₃

T(a, b) = (p′(0) + p′(1)) / 2 = (c₁ + c₁ + 2c₂ + 3c₃) / 2 = c₁ + c₂ + 3c₃/2.

Their difference is −c₃/2 = −6c₃/12, which is the stated formula. For total degree at most two, c₃ = 0 and the estimate is exact.

Now let m = (a + b)/2. Each half-segment has displacement d/2, and the slope at the midpoint is p′(1/2) = c₁ + c₂ + 3c₃/4. Hence

T(a, m) + T(m, b) = (p′(0) + 2p′(1/2) + p′(1)) / 4 = c₁ + c₂ + 9c₃/8.

Measured as estimate minus true difference, the error was c₃/2 and is now c₃/8, one quarter of it.

For a band x₀, …, x_N, the true energy differences telescope:

Σₖ (V(xₖ₊₁) − V(xₖ)) = V(x_N) − V(x₀), k = 0, …, N − 1.

The total error is therefore the sum of the segment errors. Each is divided by four, so the sum is too, whatever the spacing and direction of the segments.

Finally, write T₁ = T(a, b), T₂ = T(a, m) + T(m, b) and Δ = V(b) − V(a). Solving T₂ − Δ = (T₁ − Δ)/4 for Δ gives

Δ = (4T₂ − T₁) / 3 = ⟨∇V(a) + 4∇V(m) + ∇V(b), d⟩ / 6.

## The Lean file

```lean
import Mathlib

open MvPolynomial

namespace BandTrapezoid

noncomputable section

variable {n : ℕ}

/-- The gradient of the potential energy `V` at the configuration `x`. -/
def grad (V : MvPolynomial (Fin n) ℝ) (x : Fin n → ℝ) : Fin n → ℝ :=
  fun i => eval x (pderiv i V)

/-- The directional derivative `(d · ∇) V`, again a polynomial. -/
def dirDeriv (d : Fin n → ℝ) (V : MvPolynomial (Fin n) ℝ) : MvPolynomial (Fin n) ℝ :=
  ∑ i, C (d i) * pderiv i V

/-- The third derivative `D³V(d, d, d)` at `x`, that is `(d · ∇)³ V` evaluated at `x`. -/
def thirdDeriv (V : MvPolynomial (Fin n) ℝ) (x d : Fin n → ℝ) : ℝ :=
  eval x (dirDeriv d (dirDeriv d (dirDeriv d V)))

/-- The trapezoidal estimate of the energy difference between the images `a` and `b`,
made from the gradients at the two images. -/
def trapezoid (V : MvPolynomial (Fin n) ℝ) (a b : Fin n → ℝ) : ℝ :=
  (grad V a + grad V b) ⬝ᵥ (b - a) / 2

/-- The image halfway between `a` and `b`. -/
def mid (a b : Fin n → ℝ) : Fin n → ℝ := (1 / 2 : ℝ) • (a + b)

/-- The energy profile `t ↦ V(a + t d)` along a straight line, as a polynomial in `t`. -/
def onLine (a d : Fin n → ℝ) (V : MvPolynomial (Fin n) ℝ) : Polynomial ℝ :=
  aeval (fun i => Polynomial.C (a i) + Polynomial.C (d i) * Polynomial.X) V

/-- The value of the energy profile at `t` is the energy at `a + t d`. -/
theorem eval_onLine (V : MvPolynomial (Fin n) ℝ) (a d : Fin n → ℝ) (t : ℝ) :
    (onLine a d V).eval t = eval (a + t • d) V := by
  induction' V using MvPolynomial.induction_on with r p q hp hq p j hp
  · simp [onLine, Polynomial.algebraMap_eq]
  · simp only [onLine, map_add, Polynomial.eval_add] at *
    rw [hp, hq]
  · simp only [onLine, map_mul, aeval_X, eval_X, Polynomial.eval_mul] at *
    rw [hp]
    simp only [Polynomial.eval_add, Polynomial.eval_mul, Polynomial.eval_C, Polynomial.eval_X,
      Pi.add_apply, Pi.smul_apply, smul_eq_mul]
    ring

/-- Differentiating the energy profile along the line amounts to applying `d · ∇` to `V`. -/
theorem derivative_onLine (V : MvPolynomial (Fin n) ℝ) (a d : Fin n → ℝ) :
    Polynomial.derivative (onLine a d V) = onLine a d (dirDeriv d V) := by
  induction' V using MvPolynomial.induction_on with r p q hp hq p j hp
  · simp [onLine, dirDeriv, Polynomial.algebraMap_eq]
  · have key : dirDeriv d (p + q) = dirDeriv d p + dirDeriv d q := by
      simp [dirDeriv, mul_add, Finset.sum_add_distrib]
    rw [key]
    simp only [onLine, map_add] at *
    rw [hp, hq]
  · -- the product rule for a further factor `x_j`
    have key : dirDeriv d (p * X j) = dirDeriv d p * X j + p * C (d j) := by
      simp only [dirDeriv, pderiv_mul, mul_add, Finset.sum_add_distrib, Finset.sum_mul]
      congr 1
      · exact Finset.sum_congr rfl fun i _ => by ring
      · rw [Finset.sum_eq_single j]
        · simp [mul_comm]
        · intro i _ hi
          simp [pderiv_X_of_ne hi.symm]
        · simp
    rw [key]
    simp only [onLine, map_add, map_mul, aeval_X, aeval_C, Polynomial.derivative_mul] at *
    rw [hp]
    simp [Polynomial.algebraMap_eq]

/-- The energy profile along a line has at most the total degree of the energy surface. -/
theorem natDegree_onLine {V : MvPolynomial (Fin n) ℝ} {m : ℕ} (hV : V.totalDegree ≤ m)
    (a d : Fin n → ℝ) : (onLine a d V).natDegree ≤ m := by
  have hf : ∀ i, (Polynomial.C (a i) + Polynomial.C (d i) * Polynomial.X).natDegree ≤ 1 := by
    intro i
    rw [add_comm]
    exact Polynomial.natDegree_linear_le
  simpa [onLine] using MvPolynomial.aeval_natDegree_le V hV _ hf

/-- The trapezoidal estimate between two points of a line, written with the slopes of the
energy profile at these points. -/
theorem trapezoid_onLine (V : MvPolynomial (Fin n) ℝ) (a d : Fin n → ℝ) (s t : ℝ) :
    trapezoid V (a + s • d) (a + t • d) =
      (t - s) * ((Polynomial.derivative (onLine a d V)).eval s +
        (Polynomial.derivative (onLine a d V)).eval t) / 2 := by
  have slope : ∀ u : ℝ, (Polynomial.derivative (onLine a d V)).eval u =
      grad V (a + u • d) ⬝ᵥ d := by
    intro u
    rw [derivative_onLine, eval_onLine]
    simp only [dirDeriv, grad, dotProduct, map_sum, map_mul, eval_C]
    exact Finset.sum_congr rfl fun i _ => mul_comm _ _
  have h : (a + t • d) - (a + s • d) = (t - s) • d := by module
  rw [trapezoid, h, dotProduct_smul, add_dotProduct, slope, slope, smul_eq_mul]

/-- On an energy surface of total degree at most three, the energy difference minus its
trapezoidal estimate is `-D³V(d, d, d) / 12` with `d = b - a`, where the third derivative may
be taken at any point of the line through `a` and `b`. -/
theorem trapezoid_error {V : MvPolynomial (Fin n) ℝ} (hV : V.totalDegree ≤ 3)
    (a b : Fin n → ℝ) (t : ℝ) :
    eval b V - eval a V - trapezoid V a b =
      -thirdDeriv V (a + t • (b - a)) (b - a) / 12 := by
  have ha : a + (0 : ℝ) • (b - a) = a := by module
  have hb : a + (1 : ℝ) • (b - a) = b := by module
  have e0 := eval_onLine V a (b - a) 0
  have e1 := eval_onLine V a (b - a) 1
  have s := trapezoid_onLine V a (b - a) 0 1
  rw [ha] at e0
  rw [hb] at e1
  rw [ha, hb] at s
  have h3 : thirdDeriv V (a + t • (b - a)) (b - a) = (Polynomial.derivative
      (Polynomial.derivative (Polynomial.derivative (onLine a (b - a) V)))).eval t := by
    simp only [thirdDeriv, derivative_onLine, eval_onLine]
  have hp := natDegree_onLine hV a (b - a)
  rw [s, ← e0, ← e1, h3]
  -- what remains is an identity for a cubic in one variable
  generalize onLine a (b - a) V = p at hp ⊢
  rw [p.as_sum_range' 4 (by omega)]
  simp only [Finset.sum_range_succ, Finset.sum_range_zero, zero_add, map_add,
    Polynomial.derivative_monomial, Polynomial.eval_add, Polynomial.eval_monomial,
    Nat.reduceSub]
  push_cast
  ring

/-- On an energy surface of total degree at most two, the trapezoidal estimate is exact. -/
theorem trapezoid_exact_of_quadratic {V : MvPolynomial (Fin n) ℝ} (hV : V.totalDegree ≤ 2)
    (a b : Fin n → ℝ) : trapezoid V a b = eval b V - eval a V := by
  have h := trapezoid_error (hV.trans (by norm_num)) a b 0
  -- the third derivative of a quadratic profile vanishes
  have h3 : thirdDeriv V (a + (0 : ℝ) • (b - a)) (b - a) = 0 := by
    have hz := Polynomial.iterate_derivative_eq_zero
      (Nat.lt_succ_of_le (natDegree_onLine hV a (b - a)))
    simp only [Function.iterate_succ, Function.iterate_zero, Function.comp_apply, id_eq,
      derivative_onLine] at hz
    rw [thirdDeriv, ← eval_onLine, hz, Polynomial.eval_zero]
  rw [h3] at h
  linarith

/-- On an energy surface of total degree at most three, inserting the midpoint divides the
trapezoidal error of a segment by four. -/
theorem halving_error {V : MvPolynomial (Fin n) ℝ} (hV : V.totalDegree ≤ 3)
    (a b : Fin n → ℝ) :
    trapezoid V a (mid a b) + trapezoid V (mid a b) b - (eval b V - eval a V) =
      (trapezoid V a b - (eval b V - eval a V)) / 4 := by
  have ha : a + (0 : ℝ) • (b - a) = a := by module
  have hb : a + (1 : ℝ) • (b - a) = b := by module
  have hm : a + (1 / 2 : ℝ) • (b - a) = mid a b := by
    unfold mid
    module
  have e0 := eval_onLine V a (b - a) 0
  have e1 := eval_onLine V a (b - a) 1
  have s := trapezoid_onLine V a (b - a) 0 1
  have s1 := trapezoid_onLine V a (b - a) 0 (1 / 2)
  have s2 := trapezoid_onLine V a (b - a) (1 / 2) 1
  rw [ha] at e0
  rw [hb] at e1
  rw [ha, hb] at s
  rw [ha, hm] at s1
  rw [hm, hb] at s2
  have hp := natDegree_onLine hV a (b - a)
  rw [s, s1, s2, ← e0, ← e1]
  generalize onLine a (b - a) V = p at hp ⊢
  rw [p.as_sum_range' 4 (by omega)]
  simp only [Finset.sum_range_succ, Finset.sum_range_zero, zero_add, map_add,
    Polynomial.derivative_monomial, Polynomial.eval_add, Polynomial.eval_monomial,
    Nat.reduceSub]
  push_cast
  ring

/-- For a band of arbitrarily placed images on an energy surface of total degree at most three,
halving every segment divides the total trapezoidal error by four. -/
theorem band_halving_error {V : MvPolynomial (Fin n) ℝ} (hV : V.totalDegree ≤ 3)
    (x : ℕ → Fin n → ℝ) (N : ℕ) :
    ∑ k ∈ Finset.range N, (trapezoid V (x k) (mid (x k) (x (k + 1))) +
        trapezoid V (mid (x k) (x (k + 1))) (x (k + 1))) - (eval (x N) V - eval (x 0) V) =
      (∑ k ∈ Finset.range N, trapezoid V (x k) (x (k + 1)) -
        (eval (x N) V - eval (x 0) V)) / 4 := by
  -- the energy difference telescopes over the segments
  rw [← Finset.sum_range_sub (fun k => eval (x k) V) N, ← Finset.sum_sub_distrib,
    ← Finset.sum_sub_distrib, Finset.sum_div]
  exact Finset.sum_congr rfl fun k _ => halving_error hV (x k) (x (k + 1))

/-- Simpson's rule for the gradients at both images and at their midpoint gives the exact
energy difference on an energy surface of total degree at most three. -/
theorem simpson_exact {V : MvPolynomial (Fin n) ℝ} (hV : V.totalDegree ≤ 3)
    (a b : Fin n → ℝ) :
    eval b V - eval a V =
      (grad V a + (4 : ℝ) • grad V (mid a b) + grad V b) ⬝ᵥ (b - a) / 6 := by
  have h := halving_error hV a b
  have h1 : mid a b - a = (1 / 2 : ℝ) • (b - a) := by
    unfold mid
    module
  have h2 : b - mid a b = (1 / 2 : ℝ) • (b - a) := by
    unfold mid
    module
  simp only [trapezoid, h1, h2, dotProduct_smul, add_dotProduct, smul_dotProduct,
    smul_eq_mul] at h ⊢
  linear_combination (-4 / 3) * h

end

end BandTrapezoid
```

```lean
#print axioms BandTrapezoid.trapezoid_exact_of_quadratic
#print axioms BandTrapezoid.band_halving_error
#print axioms BandTrapezoid.simpson_exact
```

```
'BandTrapezoid.trapezoid_exact_of_quadratic' depends on axioms: [propext, Classical.choice, Quot.sound]
'BandTrapezoid.band_halving_error' depends on axioms: [propext, Classical.choice, Quot.sound]
'BandTrapezoid.simpson_exact' depends on axioms: [propext, Classical.choice, Quot.sound]
```

## How the definitions map to a band calculation

The energy surface is `V : MvPolynomial (Fin n) ℝ`, a real polynomial in n coordinates, and a configuration is a function `Fin n → ℝ`. For a system of atoms, these would be all the Cartesian coordinates in one vector. The number `eval x V` is the energy at x, and `grad V x` collects the partial derivatives there. The symbol `⬝ᵥ` is the ordinary dot product, without mass weighting.

`dirDeriv d V` is the polynomial (d·∇)V, and `thirdDeriv V x d` is its threefold application evaluated at x. `trapezoid V a b` is T(a, b), and `mid a b` is the straight-line midpoint. The profile p is `onLine a d V`.

The hypothesis `V.totalDegree ≤ 3` means that no monomial of V has more than three factors in all, counted over all coordinates. Physically, it stands for a surface with harmonic and cubic anharmonic terms and nothing higher.

`trapezoid_error` is the error formula, with a free real number `t` that selects the point on the line. It takes the true difference minus the estimate, whereas `halving_error` and `band_halving_error` use the opposite sign. In the band theorem, `x` is an infinite sequence of configurations, of which only the first N + 1 enter. Images may coincide, and `N` may be zero.

## The proof steps in Lean

`eval_onLine` shows that the polynomial `onLine a d V` takes the value V(a + t d) at t. It proceeds by induction on the construction of V from constants, sums and multiplication by a coordinate. `derivative_onLine` uses the same induction for the chain rule; its last case is the product rule for one further coordinate factor. `natDegree_onLine` bounds the degree of the profile, since every substituted coordinate has degree at most one in t.

`trapezoid_onLine` rewrites the estimate between a + s d and a + t d as (t − s)(p′(s) + p′(t))/2. This single formula serves both the whole segment and its halves.

In `trapezoid_error`, these lemmas turn every term into a value of p or of its derivatives. The `generalize` step then forgets where p came from and keeps only its degree bound. The lemma `as_sum_range'` writes p with four coefficients, and `ring` confirms the comparison of coefficients made above. `halving_error` does the same with the parameters 0, 1/2 and 1.

`trapezoid_exact_of_quadratic` combines the error formula with the vanishing third derivative of a quadratic profile. `band_halving_error` telescopes the energy difference and applies `halving_error` to each segment. `simpson_exact` eliminates the error between the two estimates; its `linear_combination` step multiplies the halving identity by −4/3.

## Polynomial surfaces, fixed images and exact gradients

The theorems guarantee identities between real numbers for every polynomial surface within the degree bound, in any finite number of coordinates and for segments of any length. They say nothing about floating-point rounding or about errors in computed forces, such as those left by an incompletely converged electronic-structure calculation.

Potential energy surfaces of molecules and solids are generally not cubic polynomials. For them the formula describes a local cubic model, and the file contains no bound on the remainder. A measured error ratio different from four is thus no proof of a faulty routine on such a surface.

The degree bound in the error formula cannot be raised to four. For V = x⁴ in one coordinate, with a = 0 and b = 1, the left side is −1, while the right side is −2t and changes with the chosen point. The factor of four and Simpson's rule do survive for quartic surfaces, by the usual exactness of Simpson's rule for cubic integrands, although the file states them only up to degree three. Observing the factor of four therefore does not show that a surface is cubic.

The geometry is also specific. The displacement is the straight vector b − a, so a code that projects forces on spline tangents uses a different quadrature. The refined estimate needs the gradient at the straight-line midpoint; if the inserted image is relaxed or the band is optimized again, the halving theorem no longer compares the two results. Nor do the theorems address whether a band has converged to a minimum-energy path or whether an image lies at a saddle point.
